# The peak separation of a resolved in-phase Lorentzian doublet is smaller than the coupling

An absorption line of unit height, with half-width $w$ at half height, has the shape

$$L(x)=\frac{w^2}{w^2+x^2},$$

where $x$ is the frequency offset from the centre of the line. The full width at half height is $2w$. In Lean, $L(x)$ is `lorentz w x`, with $w$ and $x$ real numbers in any common frequency unit.

```lean
import Mathlib

noncomputable section

namespace InPhaseDoublet

/-- Lorentzian absorption line of unit height and half-width `w` at half height, at offset `x`
from its centre; the domain is `w ≠ 0`. -/
def lorentz (w x : ℝ) : ℝ := w ^ 2 / (w ^ 2 + x ^ 2)
```

An in-phase doublet consists of two such lines with the same sign, centred at $j$ and $-j$:

$$S(x)=L(x-j)+L(x+j).$$

In nuclear magnetic resonance, such a doublet arises when a spin is weakly coupled to one other nucleus of spin 1/2. The distance between the two centres is the magnitude of the scalar coupling in frequency units, so the coupling is $2j$ and not $j$. The origin of $x$ is the midpoint of the doublet, and heights are measured in units of the height of one isolated line.

```lean
/-- In-phase doublet: two equal absorption lines of half-width `w ≠ 0` centred at `j` and `-j`,
so that the true splitting is `2 * j`. -/
def inPhase (w j x : ℝ) : ℝ := lorentz w (x - j) + lorentz w (x + j)
```

With $s=\sqrt{w^2+j^2}$, the candidate for the right-hand peak is the offset $p=\sqrt{2js-s^2}$, written `peak w j`.

```lean
/-- Candidate position of the right-hand peak of the in-phase doublet;
the domain is `j > 0` and `w ^ 2 < 3 * j ^ 2`. -/
def peak (w j : ℝ) : ℝ :=
  Real.sqrt (2 * j * Real.sqrt (w ^ 2 + j ^ 2) - (w ^ 2 + j ^ 2))
```

For $w,j>0$ and $w^2<3j^2$, the signal is highest exactly at $x=\pm p$, and $0<p<j$. The separation $2p$ of the two maxima is therefore smaller than the coupling $2j$. Each condition has its own role.

## $j>0$: two separate centres, with the splitting counted as positive

Physically, $j$ is half the magnitude of the coupling. The signal does not change when $j$ is replaced by $-j$, so an in-phase doublet carries no information about the sign.

By hand, the condition enters when the signal is compared with the height $(s+j)/(2j)$. Write $u=x^2+s^2$. The two denominators in $S$ are $w^2+(x\mp j)^2=u\mp 2jx$. Their sum is $2u$, and their product is

$$D=u^2-4j^2x^2=u^2-4j^2u+4j^2s^2.$$

Hence $S(x)=2w^2u/D$. Since $w^2=(s-j)(s+j)$,

$$\frac{s+j}{2j}-S(x)=\frac{(s+j)\,\bigl[D-4j(s-j)u\bigr]}{2jD}=\frac{(s+j)\,(u-2js)^2}{2jD}.$$

In the last step the terms $-4j^2u$ and $+4j^2u$ cancel, which leaves $u^2-4jsu+4j^2s^2$, a perfect square. The right-hand side is never negative, so $(s+j)/(2j)$ is an upper bound for the signal. No derivative is needed.

`height_gap` states this identity for every real $x$. Its hypothesis `hs` fixes $s$ only up to sign, which is enough for the identity; the upper bound uses the positive root. The proof first shows that the denominators are nonzero, using $w>0$ and $j>0$. It then replaces $w^2$ by $s^2-j^2$, brings both sides to common denominators, cross-multiplies, and leaves the polynomial identity to `ring`.

```lean
/-- For `w, j > 0` and `s ^ 2 = w ^ 2 + j ^ 2`, the doublet differs from the height
`(s + j) / (2 * j)` by an explicit multiple of a perfect square. -/
theorem height_gap {w j s : ℝ} (hw : 0 < w) (hj : 0 < j) (hs : s ^ 2 = w ^ 2 + j ^ 2) (x : ℝ) :
    (s + j) / (2 * j) - inPhase w j x =
      (s + j) * (x ^ 2 + s ^ 2 - 2 * j * s) ^ 2 /
        (2 * j * ((w ^ 2 + (x - j) ^ 2) * (w ^ 2 + (x + j) ^ 2))) := by
  have h1 : w ^ 2 + (x - j) ^ 2 ≠ 0 := by positivity
  have h2 : w ^ 2 + (x + j) ^ 2 ≠ 0 := by positivity
  have h3 : 2 * j ≠ 0 := by positivity
  -- eliminate the linewidth in favour of `s`
  have hw2 : w ^ 2 = s ^ 2 - j ^ 2 := by linarith
  simp only [inPhase, lorentz]
  rw [hw2] at h1 h2 ⊢
  rw [div_add_div _ _ h1 h2, div_sub_div _ _ h3 (mul_ne_zero h1 h2),
    div_eq_div_iff (mul_ne_zero h3 (mul_ne_zero h1 h2)) (mul_ne_zero h3 (mul_ne_zero h1 h2))]
  ring
```

At $j=0$ the height $(s+j)/(2j)$ has no meaning, and the doublet is a single line of height 2. For negative $j$ the signal still has its two peaks when $w^2<3j^2$, but the expression $2js-s^2$ is negative and no longer locates them. The positive sign is thus a convention that the formula for $p$ relies on.

## $w^2<3j^2$: the lines are resolved

This condition says that the coupling exceeds the full width at half height divided by $\sqrt3$, that is, $2j>2w/\sqrt3$. It is what separates a doublet with two maxima from one with a single maximum.

By hand, it is needed for $p$ to be a positive real number. The condition is equivalent to $s^2=w^2+j^2<4j^2$, hence to $s<2j$, and then

$$p^2=2js-s^2=s(2j-s)>0.$$

`peak_pos_and_sq` follows the same route. It obtains `hlt`, the inequality $s<2j$, by comparing squares, multiplies the positive numbers $s$ and $2j-s$, and concludes that the square root is positive and squares back to its argument.

```lean
/-- For `j > 0` and `w ^ 2 < 3 * j ^ 2` the peak position is positive, and its square is
`2 * j * √(w ^ 2 + j ^ 2) - (w ^ 2 + j ^ 2)`. -/
theorem peak_pos_and_sq {w j : ℝ} (hj : 0 < j) (h : w ^ 2 < 3 * j ^ 2) :
    0 < peak w j ∧
      peak w j ^ 2 = 2 * j * Real.sqrt (w ^ 2 + j ^ 2) - (w ^ 2 + j ^ 2) := by
  have hs : Real.sqrt (w ^ 2 + j ^ 2) ^ 2 = w ^ 2 + j ^ 2 := Real.sq_sqrt (by positivity)
  have hs0 : 0 < Real.sqrt (w ^ 2 + j ^ 2) := Real.sqrt_pos.2 (by positivity)
  have hlt : Real.sqrt (w ^ 2 + j ^ 2) < 2 * j :=
    lt_of_pow_lt_pow_left₀ 2 (by positivity) (by rw [hs]; linarith [mul_pow 2 j 2])
  have hr : 0 < 2 * j * Real.sqrt (w ^ 2 + j ^ 2) - (w ^ 2 + j ^ 2) := by
    have := mul_pos hs0 (sub_pos.2 hlt)
    linarith [this, hs, show Real.sqrt (w ^ 2 + j ^ 2) * (2 * j - Real.sqrt (w ^ 2 + j ^ 2))
      = 2 * j * Real.sqrt (w ^ 2 + j ^ 2) - Real.sqrt (w ^ 2 + j ^ 2) ^ 2 by ring]
  exact ⟨Real.sqrt_pos.2 hr, Real.sq_sqrt hr.le⟩
```

At $x=p$ we have $u=p^2+s^2=2js$, so the perfect square vanishes and the upper bound is attained:

$$S(p)=\frac{s+j}{2j}.$$

`inPhase_at_peak` proves this by inserting $x=p$ into `height_gap`; the equation `hz` says that the quantity under the square is zero.

```lean
/-- For `w, j > 0` and `w ^ 2 < 3 * j ^ 2`, the doublet has the height
`(√(w ^ 2 + j ^ 2) + j) / (2 * j)` at the peak position. -/
theorem inPhase_at_peak {w j : ℝ} (hw : 0 < w) (hj : 0 < j) (h : w ^ 2 < 3 * j ^ 2) :
    inPhase w j (peak w j) = (Real.sqrt (w ^ 2 + j ^ 2) + j) / (2 * j) := by
  have hs : Real.sqrt (w ^ 2 + j ^ 2) ^ 2 = w ^ 2 + j ^ 2 := Real.sq_sqrt (by positivity)
  have hp := (peak_pos_and_sq hj h).2
  have hz : peak w j ^ 2 + Real.sqrt (w ^ 2 + j ^ 2) ^ 2
      - 2 * j * Real.sqrt (w ^ 2 + j ^ 2) = 0 := by linarith
  have hg := height_gap hw hj hs (peak w j)
  rw [hz, zero_pow two_ne_zero, mul_zero, zero_div] at hg
  linarith
```

If the condition fails, the two maxima merge into one at the centre. The case $3j^2\le w^2$ is treated below.

## $w>0$: the lines have a width

A width $w$ stands for the decay of the signal: an exponential decay in time gives a Lorentzian line, and a faster decay gives a broader one. The definitions contain only $w^2$, so taking $w$ positive and not merely nonzero is a convention.

By hand, the width makes $s$ strictly larger than $j$. This produces the underestimate:

$$j^2-p^2=j^2-2js+s^2=(s-j)^2>0,$$

so $p<j$. The width also keeps $D$ positive for every $x$. The perfect-square identity then gives $S(x)\le S(p)$, with equality exactly when $x^2+s^2=2js$. That is the equation $x^2=p^2$, or $|x|=p$.

`splitting_underestimates` collects these results. In words: $p$ is positive, $p$ is less than $j$, and for every real $x$ the signal at $x$ is at most the signal at $p$, with equality if and only if $|x|=p$. The maxima in question are global ones, over the whole frequency axis.

The proof uses `generalize` to call the square root $s$, and `hjs` records $j<s$. The bound $p<j$ comes from the positive square $(s-j)^2$. Of the three remaining goals, the inequality holds because the right-hand side of `height_gap` is nonnegative. If the heights are equal but $|x|\ne p$, that right-hand side would be strictly positive, a contradiction. If $|x|=p$, the square is zero and the heights agree.

```lean
/-- In-phase splittings underestimate couplings: for `w, j > 0` and `w ^ 2 < 3 * j ^ 2`, the
doublet is highest exactly at the two offsets `± peak w j`, and `0 < peak w j < j`. -/
theorem splitting_underestimates {w j : ℝ} (hw : 0 < w) (hj : 0 < j)
    (h : w ^ 2 < 3 * j ^ 2) :
    0 < peak w j ∧ peak w j < j ∧
      ∀ x, inPhase w j x ≤ inPhase w j (peak w j) ∧
        (inPhase w j x = inPhase w j (peak w j) ↔ |x| = peak w j) := by
  obtain ⟨hp, hpe⟩ := peak_pos_and_sq hj h
  have htop := inPhase_at_peak hw hj h
  have hs : Real.sqrt (w ^ 2 + j ^ 2) ^ 2 = w ^ 2 + j ^ 2 := Real.sq_sqrt (by positivity)
  have hs0 : 0 < Real.sqrt (w ^ 2 + j ^ 2) := Real.sqrt_pos.2 (by positivity)
  generalize Real.sqrt (w ^ 2 + j ^ 2) = s at hpe htop hs hs0
  have hw2 : 0 < w ^ 2 := by positivity
  have hjs : j < s := lt_of_pow_lt_pow_left₀ 2 hs0.le (by linarith)
  refine ⟨hp, ?_, fun x => ?_⟩
  · -- `j ^ 2 - peak ^ 2` is the square of `s - j`
    have hsq : 0 < (s - j) ^ 2 := pow_pos (sub_pos.2 hjs) 2
    exact lt_of_pow_lt_pow_left₀ 2 hj.le (by nlinarith)
  · have hg := height_gap hw hj hs x
    have hD : 0 < 2 * j * ((w ^ 2 + (x - j) ^ 2) * (w ^ 2 + (x + j) ^ 2)) := by positivity
    have hsj : 0 < s + j := by positivity
    refine ⟨?_, fun hE => ?_, fun hE => ?_⟩
    · have := div_nonneg (mul_nonneg hsj.le (sq_nonneg (x ^ 2 + s ^ 2 - 2 * j * s))) hD.le
      linarith
    · -- equal height forces the perfect square to vanish
      by_contra hne
      have hN : x ^ 2 + s ^ 2 - 2 * j * s ≠ 0 := fun h0 => by
        have hx : x ^ 2 = peak w j ^ 2 := by linarith
        exact hne (((sq_eq_sq_iff_abs_eq_abs _ _).1 hx).trans (abs_of_pos hp))
      have hN2 := lt_of_le_of_ne (sq_nonneg _) (Ne.symm (pow_ne_zero 2 hN))
      have := div_pos (mul_pos hsj hN2) hD
      linarith
    · have hx : x ^ 2 = peak w j ^ 2 := by rw [← hE, sq_abs]
      have hz : x ^ 2 + s ^ 2 - 2 * j * s = 0 := by linarith
      rw [hz, zero_pow two_ne_zero, mul_zero, zero_div] at hg
      linarith
```

At $w=0$ one has $s=j$ and $p=j$, so the strict inequality $p<j$ fails. A nonzero width is the source of the bias.

## $3j^2\le w^2$: a merged doublet with one maximum

Here the lines are so broad, or the coupling so small, that the spectrum shows a single peak. At the centre $S(0)=2w^2/s^2$, and for any $x$

$$S(0)-S(x)=\frac{2w^2\,(D-s^2u)}{s^2D}.$$

Expanding the bracket gives

$$D-s^2u=(x^2+s^2)^2-4j^2x^2-s^2(x^2+s^2)=x^2\,(x^2+w^2-3j^2).$$

For $x\neq0$ and $3j^2\le w^2$ this is positive, so the signal is strictly lower at $x$ than at the centre. The condition for two maxima is therefore sharp, and the borderline case $w^2=3j^2$ belongs to the merged side.

`merged` states the strict inequality for every $x\ne0$. It needs $w>0$ but puts no sign condition on $j$, so it includes $j=0$. After cross-multiplication, the difference of the two sides is twice the product in `key`, which is positive for the reason just given.

```lean
/-- Merged doublet: for `w > 0` and `3 * j ^ 2 ≤ w ^ 2`, the signal is strictly highest at the
centre. -/
theorem merged {w j x : ℝ} (hw : 0 < w) (h : 3 * j ^ 2 ≤ w ^ 2) (hx : x ≠ 0) :
    inPhase w j x < inPhase w j 0 := by
  have e : inPhase w j 0 = 2 * w ^ 2 / (w ^ 2 + j ^ 2) := by
    simp only [inPhase, lorentz, zero_sub, zero_add, neg_sq]
    ring
  have h1 : 0 < w ^ 2 + (x - j) ^ 2 := by positivity
  have h2 : 0 < w ^ 2 + (x + j) ^ 2 := by positivity
  have h3 : 0 < w ^ 2 + j ^ 2 := by positivity
  have hx2 : 0 < x ^ 2 := by positivity
  have hw2 : 0 < w ^ 2 := by positivity
  rw [e]
  simp only [inPhase, lorentz]
  rw [div_add_div _ _ h1.ne' h2.ne', div_lt_div_iff₀ (mul_pos h1 h2) h3]
  -- the difference of the two sides is twice this product
  have key : 0 < w ^ 2 * x ^ 2 * (x ^ 2 + w ^ 2 - 3 * j ^ 2) :=
    mul_pos (mul_pos hw2 hx2) (by linarith)
  nlinarith [key]
```

If instead $w^2<3j^2$, the factor $x^2+w^2-3j^2$ is negative for small $x\neq0$, and the centre is a dip between two peaks.

## A maximum at $x>0$: the coupling recovered from the observed peak

The last result starts from what is read off a spectrum. Its hypothesis `hmax` says that the signal is highest at the offset $x$, and `hx` says that this offset is positive. The half-width $w$ is taken as known. Resolution is not assumed; it follows, because a merged doublet has its only maximum at zero.

By hand, the maximum must lie at $x=p$, so $x^2+w^2+j^2=2js$. Squaring gives $(x^2+w^2+j^2)^2=4j^2(w^2+j^2)$, which is a quadratic equation for $j^2$:

$$3(j^2)^2-2(x^2-w^2)\,j^2-(x^2+w^2)^2=0.$$

The product of its roots is negative, so exactly one root is positive:

$$j^2=\frac{x^2-w^2+2\sqrt{x^4+x^2w^2+w^4}}{3}.$$

In `coupling_from_peak`, the inequality `h` is obtained by contradiction with `merged`, and `hxp` identifies $x$ with $p$. The squared equation is `hA`. The proof then takes a small shortcut: `hR` rewrites the radicand as the square of $(3j^2+w^2-x^2)/2$, and this number is nonnegative because $x<j$. The choice of the positive root is made there.

```lean
/-- Correction formula: for `w, j > 0`, if the doublet is highest at an offset `x > 0`, then the
true half-splitting `j` follows from `x` and the half-width `w`. -/
theorem coupling_from_peak {w j x : ℝ} (hw : 0 < w) (hj : 0 < j) (hx : 0 < x)
    (hmax : ∀ y, inPhase w j y ≤ inPhase w j x) :
    j ^ 2 = (x ^ 2 - w ^ 2 + 2 * Real.sqrt (x ^ 4 + x ^ 2 * w ^ 2 + w ^ 4)) / 3 := by
  -- a maximum away from the centre means that the doublet is resolved
  have h : w ^ 2 < 3 * j ^ 2 := by
    by_contra hn
    exact absurd (hmax 0) (not_le_of_gt (merged hw (not_lt.1 hn) hx.ne'))
  obtain ⟨-, hpj, hall⟩ := splitting_underestimates hw hj h
  have hxp : x = peak w j :=
    (abs_of_pos hx).symm.trans ((hall x).2.1 (le_antisymm (hall x).1 (hmax _)))
  have hpe := (peak_pos_and_sq hj h).2
  rw [← hxp] at hpe hpj
  have hs : Real.sqrt (w ^ 2 + j ^ 2) ^ 2 = w ^ 2 + j ^ 2 := Real.sq_sqrt (by positivity)
  have h1 : x ^ 2 + w ^ 2 + j ^ 2 = 2 * j * Real.sqrt (w ^ 2 + j ^ 2) := by linarith
  -- squaring gives a quadratic equation for `j ^ 2`
  have hA : (x ^ 2 + w ^ 2 + j ^ 2) ^ 2 = 4 * j ^ 2 * (w ^ 2 + j ^ 2) := by
    rw [h1]
    linear_combination 4 * j ^ 2 * hs
  have hR : x ^ 4 + x ^ 2 * w ^ 2 + w ^ 4 = ((3 * j ^ 2 + w ^ 2 - x ^ 2) / 2) ^ 2 := by
    linear_combination (3 / 4) * hA
  have hnn : 0 ≤ (3 * j ^ 2 + w ^ 2 - x ^ 2) / 2 := by
    nlinarith [mul_pos (sub_pos.2 hpj) (add_pos hj hx), sq_nonneg j, sq_nonneg w]
  rw [hR, Real.sqrt_sq hnn]
  ring

end InPhaseDoublet
```

```lean
#print axioms InPhaseDoublet.inPhase_at_peak
#print axioms InPhaseDoublet.coupling_from_peak
```

```
'InPhaseDoublet.inPhase_at_peak' depends on axioms: [propext, Classical.choice, Quot.sound]
'InPhaseDoublet.coupling_from_peak' depends on axioms: [propext, Classical.choice, Quot.sound]
```

If the observed maximum is at $x=0$, the formula returns $w^2/3$ whatever the coupling is, while the position of the maximum tells us only that $j^2\le w^2/3$. If $x$ is not the position of a maximum, the formula can return a wrong value, as the example below shows.

## A doublet with $w=4$ Hz and $j=3$ Hz

The coupling is 6 Hz and the full width at half height is 8 Hz. Since $16<27$, the lines are resolved. Here $s=5$ Hz, so

$$p^2=2\cdot3\cdot5-25=5,\qquad p=\sqrt5\approx2.24\ \text{Hz}.$$

The peaks are about 4.47 Hz apart, roughly 25% less than the coupling. Their height is $(5+3)/6=4/3$, against $32/25=1.28$ at the centre, so the dip is shallow. The correction formula with $x^2=5$ gives

$$j^2=\frac{5-16+2\sqrt{25+80+256}}{3}=\frac{-11+2\cdot19}{3}=9,$$

which restores $j=3$ Hz. Inserting the line centre $x=3$ Hz instead of the peak position would give $j^2\approx12.3$.

## Assumptions built into the line shape

The two lines have equal heights and widths, are purely absorptive, and stand on a flat baseline without noise or neighbouring signals. Unequal intensities from strong coupling, dispersive admixtures and digital resolution are absent from the model. Within this two-line model, the result bears on the scalar coupling used in a nuclear spin Hamiltonian: if it is read as a peak separation, from a measured spectrum or from a simulated one with Lorentzian broadening, its magnitude comes out too small.
